# The multilayer ONIOM error is a sum of level–size couplings

## Calibrating a three-layer scheme

Suppose a three-layer ONIOM setup is tested on a system small enough to be treated entirely at the high level. The test gives one number, the target energy minus the ONIOM energy. That number alone does not show which combinations of level and subsystem size the error comes from. Splitting it into level–size couplings does, and three energies beyond the five in the scheme suffice, the target energy being one of them.

Let \(E(l,s)\) be the energy of subsystem \(s\) at theory level \(l\), with \(l,s=0,\dots,n\). Index \(s=0\) denotes the smallest subsystem and \(s=n\) the full system; \(l=n\) is the best level. The scheme is

\[
E_{\rm ONIOM}=\sum_{k=0}^{n}E(n-k,k)-\sum_{k=0}^{n-1}E(n-k-1,k).
\]

Equivalently, it is the lowest-level energy of the full system plus a level correction for each smaller subsystem:

\[
E_{\rm ONIOM}=E(0,n)+\sum_{k=0}^{n-1}\bigl[E(n-k,k)-E(n-k-1,k)\bigr].
\]

## Which couplings are omitted

The coupling

\[
C(l,s)=E(l+1,s+1)-E(l+1,s)-E(l,s+1)+E(l,s)
\]

is the change in a level correction when the subsystem grows by one step. The main theorem, `oniom_error`, states

\[
E(n,n)-E_{\rm ONIOM}=\sum_{\substack{l,s<n\\ l+s+1\ge n}}C(l,s).
\]

For three layers (\(n=2\)) the error is \(C(1,0)+C(0,1)+C(1,1)\).

In Lean, `E : ℕ → ℕ → V` takes values in any additive commutative group, so the identity also holds for gradients or Hessians expressed in a common coordinate space. `oniomEnergy`, `coupling` and `staircase` are the scheme, \(C\) and the set of cells in the sum.

Levels and sizes are equal in number, and each energy depends only on its two indices. Capping atoms or embedding charges must therefore be fixed by \((l,s)\). The size of the couplings is not derived from any electronic-structure method.

A closer model would use nested atom sets \(S_0\subset\dots\subset S_n\) and an energy \(F(l,S)\). Setting \(E(l,s)=F(l,S_s)\) recovers the present statement; the nesting would add physical meaning but leave the algebra unchanged.

## Telescoping in level, then in size

Fix \(s<n\) and put \(D_s(l)=E(l,s+1)-E(l,s)\). Then \(C(l,s)=D_s(l+1)-D_s(l)\), and the condition on the cells reads \(l\ge n-s-1\). Hence

\[
\sum_{l=n-s-1}^{n-1}C(l,s)=D_s(n)-D_s(n-s-1).
\]

Now sum over \(s\). The first term telescopes to \(E(n,n)-E(n,0)\). With \(k=s+1\) in its first part, the second gives

\[
\sum_{s=0}^{n-1}D_s(n-s-1)=\sum_{k=1}^{n}E(n-k,k)-\sum_{k=0}^{n-1}E(n-k-1,k).
\]

Subtracting this, and absorbing \(E(n,0)\) as the \(k=0\) term, leaves \(E(n,n)-E_{\rm ONIOM}\).

## Exactness and a bound on the error

If \(E(l,s)=a(l)+b(s)\), every coupling cancels and the scheme is exact. Without additivity exactness can fail, already for two layers. An algebraic example, not meant as a molecular energy, is \(E(l,s)=\delta ls\): with \(n=1\) and \(\delta\neq0\) it has target \(\delta\) but ONIOM energy \(0\).

For general \(n\), this model has \(C(l,s)=\delta\) everywhere. Its level corrections are \(\delta k\) and \(E(0,n)=0\), so

\[
E(n,n)-E_{\rm ONIOM}=\delta n^2-\delta\frac{n(n-1)}2=\frac{n(n+1)}2\,\delta .
\]

Setting \(\delta=1\) counts the cells. If each coupling in the sum has norm at most \(\delta\), the triangle inequality bounds the error by \(n(n+1)\delta/2\), which the model attains for \(\delta\ge0\).

## The Lean file

```lean
import Mathlib

open Finset

namespace MultilayerONIOM

noncomputable section

variable {V : Type*} [AddCommGroup V]

/-- The multilayer ONIOM energy with levels and sizes `0, ..., n`: the sum of `E (n-k) k` over
`k ≤ n` minus the sum of `E (n-k-1) k` over `k < n`, where `E l s` is the energy of the subsystem
of size `s` at level `l`. -/
def oniomEnergy (n : ℕ) (E : ℕ → ℕ → V) : V :=
  ∑ k ∈ range (n + 1), E (n - k) k - ∑ k ∈ range n, E (n - (k + 1)) k

/-- The level-size coupling: the change of the level correction from `l` to `l + 1` when the
subsystem grows from `s` to `s + 1`. -/
def coupling (E : ℕ → ℕ → V) (l s : ℕ) : V :=
  E (l + 1) (s + 1) - E (l + 1) s - E l (s + 1) + E l s

/-- The cells `(l, s)` of the level-size grid with `l, s < n` and `l + s + 1 ≥ n`. -/
def staircase (n : ℕ) : Finset (ℕ × ℕ) :=
  (range n ×ˢ range n).filter (fun p => n ≤ p.1 + p.2 + 1)

/-- The ONIOM energy is the lowest-level energy of the full system plus one level correction
for each smaller subsystem. -/
theorem oniomEnergy_eq_corrections (n : ℕ) (E : ℕ → ℕ → V) :
    oniomEnergy n E = E 0 n + ∑ k ∈ range n, (E (n - k) k - E (n - (k + 1)) k) := by
  rw [oniomEnergy, sum_range_succ, Nat.sub_self, sum_sub_distrib]
  abel

/-- Successive differences from step `m` up to step `N` add up to the total change. -/
lemma sum_steps_from (f : ℕ → V) {m N : ℕ} (h : m ≤ N) :
    ∑ l ∈ range N, (if m ≤ l then f (l + 1) - f l else 0) = f N - f m := by
  induction N, h using Nat.le_induction with
  | base =>
    rw [sub_self]
    refine sum_eq_zero (fun l hl => if_neg ?_)
    have := mem_range.mp hl
    omega
  | succ N hN ih =>
    rw [sum_range_succ, ih, if_pos hN]
    abel

/-- At fixed size `s`, the couplings with `l < n` and `l + s + 1 ≥ n` add up to the growth increment
at level `n` minus the growth increment at level `n - (s + 1)`, where the subtraction gives `0` if
`s ≥ n`. -/
theorem sum_coupling_fixed_size (E : ℕ → ℕ → V) (n s : ℕ) :
    ∑ l ∈ range n, (if n ≤ l + s + 1 then coupling E l s else 0) =
      (E n (s + 1) - E n s) - (E (n - (s + 1)) (s + 1) - E (n - (s + 1)) s) := by
  refine Eq.trans ?_ (sum_steps_from (fun l => E l (s + 1) - E l s) (Nat.sub_le n (s + 1)))
  refine sum_congr rfl (fun l _ => ?_)
  by_cases h : n ≤ l + s + 1
  · have h' : n - (s + 1) ≤ l := by omega
    rw [if_pos h, if_pos h']
    simp only [coupling]
    abel
  · have h' : ¬ n - (s + 1) ≤ l := by omega
    rw [if_neg h, if_neg h']

/-- The top-level energy of the full system minus the multilayer ONIOM energy is the sum of the
level-size couplings over the staircase. -/
theorem oniom_error (n : ℕ) (E : ℕ → ℕ → V) :
    E n n - oniomEnergy n E = ∑ p ∈ staircase n, coupling E p.1 p.2 := by
  -- sum over the levels first, at each fixed size
  have h : ∑ p ∈ staircase n, coupling E p.1 p.2 = ∑ s ∈ range n,
      ((E n (s + 1) - E n s) - (E (n - (s + 1)) (s + 1) - E (n - (s + 1)) s)) := by
    rw [staircase, sum_filter, sum_product_right]
    exact sum_congr rfl (fun s _ => sum_coupling_fixed_size E n s)
  -- the top-level increments telescope in the size
  have h2 : ∑ s ∈ range n, (E n (s + 1) - E n s) = E n n - E n 0 :=
    sum_range_sub (fun s => E n s) n
  rw [h, sum_sub_distrib, h2, sum_sub_distrib, oniomEnergy, sum_range_succ', Nat.sub_zero]
  abel

/-- Three-layer ONIOM written out: five energies enter the scheme, and its error is the sum of
three couplings. -/
theorem three_layer (E : ℕ → ℕ → V) :
    oniomEnergy 2 E = E 2 0 + E 1 1 + E 0 2 - E 1 0 - E 0 1 ∧
    E 2 2 - oniomEnergy 2 E = coupling E 1 0 + coupling E 0 1 + coupling E 1 1 := by
  constructor <;>
    simp only [oniomEnergy, coupling, sum_range_succ, sum_range_zero, Nat.reduceAdd,
      Nat.reduceSub, zero_add, Nat.sub_zero] <;>
    abel

/-- If the energy is a level contribution plus a size contribution, the ONIOM energy equals the
top-level energy of the full system. -/
theorem oniom_exact_of_additive (n : ℕ) (a b : ℕ → V) :
    oniomEnergy n (fun l s => a l + b s) = a n + b n := by
  have h := oniom_error n (fun l s => a l + b s)
  have hz : ∑ p ∈ staircase n, coupling (fun l s => a l + b s) p.1 p.2 = 0 := by
    refine sum_eq_zero (fun p _ => ?_)
    simp only [coupling]
    abel
  rw [hz] at h
  exact (sub_eq_zero.mp h).symm

/-- A model energy proportional to the product of level and size. -/
def bilinearModel (δ : ℝ) (l s : ℕ) : ℝ := δ * l * s

/-- In the bilinear model every coupling equals `δ`, and the ONIOM error is
`n (n + 1) / 2` times `δ`. -/
theorem bilinearModel_error (δ : ℝ) (n : ℕ) :
    (∀ l s, coupling (bilinearModel δ) l s = δ) ∧
    bilinearModel δ n n - oniomEnergy n (bilinearModel δ) = (n : ℝ) * (n + 1) / 2 * δ := by
  constructor
  · intro l s
    simp only [coupling, bilinearModel]
    push_cast
    ring
  · -- the level correction of subsystem k is δ k
    have hk : ∀ k ∈ range n,
        bilinearModel δ (n - k) k - bilinearModel δ (n - (k + 1)) k = δ * (k : ℝ) := by
      intro k hk
      have h1 : k + 1 ≤ n := mem_range.mp hk
      have h0 : k ≤ n := by omega
      simp only [bilinearModel]
      rw [Nat.cast_sub h0, Nat.cast_sub h1]
      push_cast
      ring
    have hs : ∀ m : ℕ, ∑ k ∈ range m, δ * (k : ℝ) = δ * ((m : ℝ) * (m - 1) / 2) := by
      intro m
      induction m with
      | zero => simp
      | succ m ih =>
        rw [sum_range_succ, ih]
        push_cast
        ring
    rw [oniomEnergy_eq_corrections, sum_congr rfl hk, hs]
    simp only [bilinearModel, Nat.cast_zero]
    ring

/-- The staircase has `n (n + 1) / 2` cells. -/
theorem card_staircase (n : ℕ) : ((staircase n).card : ℝ) = (n : ℝ) * (n + 1) / 2 := by
  -- count the cells with the bilinear model of unit coupling
  have h := oniom_error n (bilinearModel 1)
  rw [(bilinearModel_error 1 n).2,
    sum_congr rfl (fun p _ => (bilinearModel_error 1 n).1 p.1 p.2),
    sum_const, nsmul_eq_mul, mul_one, mul_one] at h
  exact h.symm

/-- If every coupling on the staircase has norm at most `δ`, the ONIOM error has norm at most
`n (n + 1) / 2` times `δ`. -/
theorem oniom_error_bound {W : Type*} [SeminormedAddCommGroup W] (n : ℕ) (E : ℕ → ℕ → W)
    (δ : ℝ) (h : ∀ p ∈ staircase n, ‖coupling E p.1 p.2‖ ≤ δ) :
    ‖E n n - oniomEnergy n E‖ ≤ (n : ℝ) * (n + 1) / 2 * δ := by
  rw [oniom_error]
  refine (norm_sum_le_of_le _ h).trans_eq ?_
  rw [sum_const, nsmul_eq_mul, card_staircase]

end

end MultilayerONIOM
```

```lean
#print axioms MultilayerONIOM.oniom_error
-- 'MultilayerONIOM.oniom_error' depends on axioms: [propext, Classical.choice, Quot.sound]
#print axioms MultilayerONIOM.three_layer
-- 'MultilayerONIOM.three_layer' depends on axioms: [propext, Classical.choice, Quot.sound]
#print axioms MultilayerONIOM.oniom_exact_of_additive
-- 'MultilayerONIOM.oniom_exact_of_additive' depends on axioms: [propext, Classical.choice, Quot.sound]
#print axioms MultilayerONIOM.oniom_error_bound
-- 'MultilayerONIOM.oniom_error_bound' depends on axioms: [propext, Classical.choice, Quot.sound]
```

## How the proof follows the two sums

`oniomEnergy_eq_corrections` splits off the term \(k=n\) to obtain the correction form. `sum_steps_from` proves the telescoping sum from a starting step by induction on its upper end. `sum_coupling_fixed_size` applies it to \(D_s\); `omega` matches the two forms of the cell condition.

In `oniom_error`, `sum_product_right` puts the sum over sizes outside, `sum_range_sub` telescopes the top-level increments, and `sum_range_succ'` separates the \(k=0\) term. `abel` then cancels the remaining energies.

`three_layer` expands the sums for \(n=2\), and `oniom_exact_of_additive` shows that each coupling vanishes. `bilinearModel_error` computes the model's couplings and sums its corrections by induction. `card_staircase` compares that result with `oniom_error` at unit coupling, and `oniom_error_bound` combines the count with the triangle inequality, `norm_sum_le_of_le`.
